# The evolution exp(−itH) of a finite matrix H preserves all overlaps at all times exactly when H is Hermitian

Take a system with a single state, so that $H$ is one complex number $a+ib$ with $a$ and $b$ real. Its propagator is

$$U(t)=e^{-it(a+ib)}=e^{-iat}\,e^{bt},\qquad \overline{U(t)}\,U(t)=e^{2bt}.$$

The real part of $H$ turns the phase, and the imaginary part changes the length. Every overlap $\bar u v$ is multiplied by $e^{2bt}$, so overlaps are constant in time exactly when $b=0$, which for a single number means that $H$ is Hermitian. In that case $\overline{U(t)}=e^{iat}=U(-t)$: the adjoint runs the evolution backwards and cancels it. The problems below carry this cancellation over to matrices.

For a finite, time-independent, Hermitian Hamiltonian matrix in an orthonormal basis, the result says that exact propagation keeps normalised states normalised and orthogonal states orthogonal. A drift of the norm in a simulation of such a model is therefore an error of the computation and not a feature of the exact evolution.

## Setting and notation

The basis states are labelled by a finite set `n`, and a state is a function `n → ℂ`, the list of its amplitudes. The overlap is

$$\langle u,v\rangle=\sum_i \overline{u_i}\,v_i,$$

conjugate-linear in the first slot; in Lean it is `star u ⬝ᵥ v`. The adjoint $H^\dagger$ is written `Hᴴ`, and `A *ᵥ u` is the matrix $A$ applied to the vector $u$. States need not be normalised.

```lean
import Mathlib

open Matrix

namespace UnitaryPropagator

noncomputable section

variable {n : Type*} [Fintype n] [DecidableEq n]
```

The propagator is $U_H(t)=e^{-itH}$ with real $t$ and $\hbar=1$; the subscript is left out when only one matrix is in play. It is defined for every complex square matrix, Hermitian or not, and hermiticity is assumed below only where a statement says so. Hamiltonians that depend on time and operators on infinite-dimensional spaces are not covered.

```lean
/-- The propagator `U(t) = exp(-itH)` generated by a matrix `H`, in units with `ħ = 1`. -/
def propagator (H : Matrix n n ℂ) (t : ℝ) : Matrix n n ℂ :=
  NormedSpace.exp ((-(Complex.I * (t : ℂ))) • H)
```

## (a) No time, no evolution

**Show that $U(0)=1$.**

At $t=0$ the exponent is the zero matrix. In the series $e^A=\sum_{k\ge 0}A^k/k!$ only the term $k=0$ survives, and it is the identity. In Lean, `simp` does this after unfolding the definition.

```lean
/-- At time zero the propagator is the identity. -/
theorem propagator_zero (H : Matrix n n ℂ) : propagator H 0 = 1 := by
  simp [propagator]
```

## (b) Times add under composition

**Show that $U(s)U(t)=U(s+t)$ for every matrix $H$ and all real $s$ and $t$.**

Put $A=-isH$ and $B=-itH$. Both are multiples of $H$, so $AB=BA$, and the binomial theorem applies:

$$e^{A+B}=\sum_{k\ge0}\frac{(A+B)^k}{k!}=\sum_{k\ge0}\sum_{j=0}^{k}\frac{A^j}{j!}\,\frac{B^{k-j}}{(k-j)!}=e^A e^B.$$

Since $A+B=-i(s+t)H$, the left side is $U(s+t)$.

Lean takes the exponential identity from `Matrix.exp_add_of_commute`. The required commutation is built from `Commute.refl H`, the fact that $H$ commutes with itself, by putting a scalar on each side. What remains is the addition of the two scalars, which `ring` settles.

```lean
/-- Evolving for a time `t` and then for a time `s` is evolving for the time `s + t`. -/
theorem propagator_mul (H : Matrix n n ℂ) (s t : ℝ) :
    propagator H s * propagator H t = propagator H (s + t) := by
  unfold propagator
  -- the two exponents are multiples of the same matrix, so they commute
  rw [← Matrix.exp_add_of_commute _ _
    (((Commute.refl H).smul_left _).smul_right _), ← add_smul]
  congr 2
  push_cast
  ring
```

## (c) The adjoint of a propagator

**Show that $U_H(t)^\dagger=U_{H^\dagger}(-t)$ for every matrix $H$.**

Taking the adjoint term by term gives

$$(e^A)^\dagger=\sum_{k\ge0}\frac{(A^k)^\dagger}{k!}=\sum_{k\ge0}\frac{(A^\dagger)^k}{k!}=e^{A^\dagger}.$$

For $A=-itH$ with $t$ real, $A^\dagger=+itH^\dagger=-i(-t)H^\dagger$, which is the exponent of $U_{H^\dagger}(-t)$.

The step `hs` in the Lean proof is the conjugation of the scalar $-it$. It uses that $t$ is real, which the type `ℝ` of the time guarantees.

```lean
/-- The adjoint of the propagator of `H` is the propagator of `Hᴴ` run backwards in time. -/
theorem propagator_conjTranspose (H : Matrix n n ℂ) (t : ℝ) :
    (propagator H t)ᴴ = propagator Hᴴ (-t) := by
  have hs : star (-(Complex.I * (t : ℂ))) = -(Complex.I * ((-t : ℝ) : ℂ)) := by
    apply Complex.ext <;> simp
  unfold propagator
  rw [← Matrix.exp_conjTranspose, Matrix.conjTranspose_smul, hs]
```

## (d) Moving a matrix across the overlap

**Show that $\langle Au,Av\rangle=\langle u,A^\dagger A\,v\rangle$ for every square matrix $A$.**

Write out the sums and collect the factors that carry the index $i$:

$$\sum_i\overline{\Big(\sum_j A_{ij}u_j\Big)}\sum_k A_{ik}v_k=\sum_{j,k}\overline{u_j}\Big(\sum_i\overline{A_{ij}}A_{ik}\Big)v_k=\sum_{j,k}\overline{u_j}\,(A^\dagger A)_{jk}\,v_k.$$

The Lean proof does the same without indices. It turns the conjugate of $Au$ into a row vector times $A^\dagger$, joins the two matrices, and reads the result as a matrix acting on $v$.

```lean
omit [DecidableEq n] in
/-- The overlap of two states transformed by `A` is a matrix element of `Aᴴ A`. -/
theorem overlap_mulVec (A : Matrix n n ℂ) (u v : n → ℂ) :
    star (A *ᵥ u) ⬝ᵥ (A *ᵥ v) = star u ⬝ᵥ ((Aᴴ * A) *ᵥ v) := by
  rw [Matrix.star_mulVec, Matrix.dotProduct_mulVec, Matrix.vecMul_vecMul,
    ← Matrix.dotProduct_mulVec]
```

## (e) Hermitian matrices generate unitary evolution

**Let $H$ be Hermitian. Show that $U(t)^\dagger=U(-t)$, that $U(s)U(t)=U(s+t)$, and that $\langle U(t)u,U(t)v\rangle=\langle u,v\rangle$ for all $u$ and $v$.**

The first claim is part (c) with $H^\dagger=H$, and the second is part (b). For the third, use (d), then the first two claims, then (a):

$$\langle U(t)u,U(t)v\rangle=\langle u,U(t)^\dagger U(t)v\rangle=\langle u,U(-t)U(t)v\rangle=\langle u,U(0)v\rangle=\langle u,v\rangle.$$

Hermiticity can't be replaced by the weaker demand that the eigenvalues be real. Take

$$H=\begin{pmatrix}0&1\\0&0\end{pmatrix},\qquad H^2=0,\qquad U(t)=1-itH=\begin{pmatrix}1&-it\\0&1\end{pmatrix}.$$

Both eigenvalues are zero, yet the second basis state evolves into $(-it,\,1)$, whose squared norm is $1+t^2$. The composition law still holds, as (b) promises. The adjoint relation fails for $t\neq0$, because $U(t)^\dagger$ is lower triangular and $U(-t)$ is upper triangular.

In the Lean statement the three claims are joined by `∧`, and the hypothesis `hH : H.IsHermitian` says that `Hᴴ = H`. It enters the proof once, in `hadj`. The last `rw` is the chain of equalities above, read from left to right.

```lean
/-- For a Hermitian Hamiltonian the adjoint propagator is the time-reversed one, propagators
compose by adding times, and the overlap of any two states is constant in time. -/
theorem propagator_unitary {H : Matrix n n ℂ} (hH : H.IsHermitian) :
    (∀ t : ℝ, (propagator H t)ᴴ = propagator H (-t)) ∧
    (∀ s t : ℝ, propagator H s * propagator H t = propagator H (s + t)) ∧
    (∀ (t : ℝ) (u v : n → ℂ),
      star (propagator H t *ᵥ u) ⬝ᵥ (propagator H t *ᵥ v) = star u ⬝ᵥ v) := by
  have hadj : ∀ t : ℝ, (propagator H t)ᴴ = propagator H (-t) := fun t => by
    rw [propagator_conjTranspose, hH.eq]
  refine ⟨hadj, propagator_mul H, fun t u v => ?_⟩
  -- the adjoint undoes the evolution
  rw [overlap_mulVec, hadj, propagator_mul, neg_add_cancel, propagator_zero,
    Matrix.one_mulVec]
```

## (f) The evolved state solves the Schrödinger equation

**Show that $\frac{d}{dt}U(t)\psi=-iH\,U(t)\psi$ for every matrix $H$ and every fixed state $\psi$.**

Differentiate the exponential series term by term, as its convergence allows:

$$\frac{d}{dt}\sum_{k\ge0}\frac{(-it)^kH^k}{k!}=\sum_{k\ge1}\frac{-i\,(-it)^{k-1}H^k}{(k-1)!}=-iH\sum_{m\ge0}\frac{(-it)^mH^m}{m!}=-iH\,U(t).$$

Applying both sides to the constant vector $\psi$ gives the claim.

The Lean statement uses `HasDerivAt`, which says that the function of time is differentiable at $t$ and has the stated derivative there. The proof first rewrites the exponent as the real number $t$ times the fixed matrix $-iH$. This is the form that Mathlib's derivative rule `hasDerivAt_exp_smul_const'` expects.

That rule needs a norm on the matrices, and here the proof turns on a particular device. Several matrix norms are in common use, and Mathlib makes none of them the default. The exponential itself needs only the algebra of matrices and the notion of entrywise convergence, so the definition of `propagator` mentions no norm. Inside this proof, the two `let` lines install one: the largest row sum of absolute values, which satisfies $\|AB\|\le\|A\|\,\|B\|$. It induces the same entrywise convergence, so the exponential being differentiated is still the one in the definition. The choice is local to the proof and leaves no trace in the theorem.

The map `L` sends a matrix $M$ to $M\psi$. It is linear, hence continuous in finite dimension, and the chain rule carries the derivative from the matrix $U(t)$ to the vector $U(t)\psi$.

```lean
/-- For a fixed state `ψ`, the evolved state `U(t)ψ` satisfies the Schrödinger equation: its time
derivative is `-iH U(t)ψ`. -/
theorem schrodinger_equation (H : Matrix n n ℂ) (ψ : n → ℂ) (t : ℝ) :
    HasDerivAt (fun s : ℝ => propagator H s *ᵥ ψ)
      ((-Complex.I) • (H *ᵥ (propagator H t *ᵥ ψ))) t := by
  have e : ∀ s : ℝ, propagator H s = NormedSpace.exp (s • ((-Complex.I) • H)) := by
    intro s
    unfold propagator
    congr 1
    ext i j
    simp only [Matrix.smul_apply, smul_eq_mul, Complex.real_smul]
    ring
  simp only [e]
  -- the derivative rule needs a submultiplicative matrix norm; this one is the largest row sum
  let : NormedRing (Matrix n n ℂ) := Matrix.linftyOpNormedRing
  let : NormedAlgebra ℝ (Matrix n n ℂ) := Matrix.linftyOpNormedAlgebra
  have h : HasDerivAt (fun s : ℝ => NormedSpace.exp (s • ((-Complex.I) • H)))
      (((-Complex.I) • H) * NormedSpace.exp (t • ((-Complex.I) • H))) t := by
    apply hasDerivAt_exp_smul_const'
  -- applying a matrix to the fixed state `ψ` is a linear map
  let L : Matrix n n ℂ →ₗ[ℝ] (n → ℂ) :=
    { toFun := fun M => M *ᵥ ψ
      map_add' := fun A B => Matrix.add_mulVec A B ψ
      map_smul' := fun c A => Matrix.smul_mulVec c A ψ }
  refine HasDerivAt.congr_deriv
    (L.toContinuousLinearMap.hasFDerivAt.comp_hasDerivAt t h) ?_
  change (((-Complex.I) • H) * NormedSpace.exp (t • ((-Complex.I) • H))) *ᵥ ψ = _
  rw [Matrix.smul_mul, Matrix.smul_mulVec, Matrix.mulVec_mulVec]
```

## (g) The propagator determines its generator

**Suppose that $U_H(t)=U_K(t)$ for all real $t$. Show that $H=K$.**

Let $e_i$ be the basis state with amplitude one at $i$ and zero elsewhere. The curves $U_H(t)e_i$ and $U_K(t)e_i$ are the same, so their derivatives at $t=0$ agree. By (f) and (a) these derivatives are $-iHe_i$ and $-iKe_i$. Dividing by $-i$ gives $He_i=Ke_i$, which says that column $i$ of $H$ is column $i$ of $K$. This holds for every $i$, so the matrices are equal.

In Lean, $e_i$ is `Pi.single i 1`. The two Schrödinger equations are `a` and `b`, and `a.unique b` states that a function has at most one derivative at a point. The last line cancels the factor $-i$.

```lean
/-- Two matrices that generate the same propagator at all times are equal. -/
theorem generator_unique {H K : Matrix n n ℂ}
    (h : ∀ t : ℝ, propagator H t = propagator K t) : H = K := by
  apply Matrix.ext_of_mulVec_single
  intro i
  -- compare the two Schrödinger equations at time zero
  have a := schrodinger_equation H (Pi.single i 1) 0
  have b := schrodinger_equation K (Pi.single i 1) 0
  simp only [← h] at b
  have c := a.unique b
  simp only [propagator_zero, Matrix.one_mulVec] at c
  exact smul_right_injective _ (neg_ne_zero.mpr Complex.I_ne_zero) c
```

## (h) Preserved overlaps force hermiticity

**Show that $H$ is Hermitian if and only if $\langle U(t)u,U(t)v\rangle=\langle u,v\rangle$ for all real $t$ and all $u$ and $v$.**

One direction is (e). For the other, assume that all overlaps are preserved. With $u=e_i$ and $v=e_j$, part (d) gives

$$\big(U_H(t)^\dagger U_H(t)\big)_{ij}=\langle e_i,e_j\rangle=\delta_{ij},$$

so $U_H(t)^\dagger U_H(t)=1$ at every time. Write this at time $-t$ and apply (c):

$$U_{H^\dagger}(t)\,U_H(-t)=1.$$

By (b) and (a), also $U_H(-t)\,U_H(t)=1$. Hence

$$U_{H^\dagger}(t)=U_{H^\dagger}(t)\,U_H(-t)\,U_H(t)=U_H(t).$$

The matrices $H^\dagger$ and $H$ generate the same evolution, and (g) gives $H^\dagger=H$.

For the converse, preservation at a single nonzero time is not enough. The matrix

$$H=\begin{pmatrix}0&1\\0&1\end{pmatrix}$$

satisfies $H^2=H$, so $U(t)=1+(e^{-it}-1)H$. At $t=2\pi$ this is the identity and preserves every overlap, although $H$ is not Hermitian.

In the Lean proof, `hu` is the statement $U_H(t)^\dagger U_H(t)=1$, obtained entry by entry. The first test vector appears there as `star (Pi.single i 1)`, which is again $e_i$ because its entries are real; the extra conjugation cancels the one in the overlap. The equations `h1` and `h2` are the two products above, and `left_inv_eq_right_inv` is the step that identifies a left inverse of $U_H(-t)$ with a right inverse.

```lean
/-- The evolution `exp(-itH)` preserves the overlap of every pair of states at all times
exactly when `H` is Hermitian. -/
theorem isHermitian_iff_overlap_preserved (H : Matrix n n ℂ) :
    H.IsHermitian ↔ ∀ (t : ℝ) (u v : n → ℂ),
      star (propagator H t *ᵥ u) ⬝ᵥ (propagator H t *ᵥ v) = star u ⬝ᵥ v := by
  refine ⟨fun hH => (propagator_unitary hH).2.2, fun h => ?_⟩
  -- overlaps of basis states give the entries of `U(t)ᴴ U(t)`
  have hu : ∀ t : ℝ, (propagator H t)ᴴ * propagator H t = 1 := by
    intro t
    ext i j
    have hij := h t (star (Pi.single i 1)) (Pi.single j 1)
    rw [overlap_mulVec, star_star] at hij
    rw [Matrix.one_apply, if_congr (eq_comm (a := i) (b := j)) rfl rfl]
    simpa [Pi.single_apply] using hij
  -- `H` and its adjoint generate the same evolution, since inverses are unique
  have hgen : Hᴴ = H := by
    apply generator_unique
    intro t
    have h1 := hu (-t)
    rw [propagator_conjTranspose, neg_neg] at h1
    have h2 : propagator H (-t) * propagator H t = 1 := by
      rw [propagator_mul, neg_add_cancel, propagator_zero]
    exact left_inv_eq_right_inv h1 h2
  exact hgen

end

end UnitaryPropagator
```

```lean
#print axioms UnitaryPropagator.isHermitian_iff_overlap_preserved
-- 'UnitaryPropagator.isHermitian_iff_overlap_preserved' depends on axioms: [propext, Classical.choice, Quot.sound]
```
